# Parity averaging can take the Dudarev energy of a two-orbital occupation matrix from 0 to U/4

The theorem `parity_example` concerns one even and one odd orbital, and a 2 × 2 occupation matrix with all four entries 1/2, which is the projector onto an equal superposition of the two. Averaging this matrix over the identity and the parity operation removes the off-diagonal entries and leaves diag(1/2, 1/2). The Dudarev energy, (U/2) Re Tr(n − n²), is 0 for the first matrix and U/4 for the second, for any real U. The attempt proves the three claims separately: the average by writing out the sum over the two group elements and comparing entries, and the energies by computing the traces.

As first written in Lean, the proof fails:

```lean
import Mathlib

open Matrix

namespace SymmetrisedOccupations

noncomputable section

variable {G d : Type*} [Group G] [Fintype d] [DecidableEq d]

/-- The occupation matrix `n` transformed by the symmetry operation `g`. -/
def rotate (ρ : G →* unitaryGroup d ℂ) (g : G) (n : Matrix d d ℂ) : Matrix d d ℂ :=
  (ρ g).1 * n * (ρ g).1ᴴ

/-- The symmetrised occupation matrix: the average of `n` over all symmetry operations. -/
def symmetrise [Fintype G] (ρ : G →* unitaryGroup d ℂ) (n : Matrix d d ℂ) : Matrix d d ℂ :=
  (Fintype.card G : ℂ)⁻¹ • ∑ g, rotate ρ g n

/-- The Dudarev energy `(U/2) Tr(n - n²)`, with the real part of the trace taken. -/
def dudarevEnergy (U : ℝ) (n : Matrix d d ℂ) : ℝ :=
  U / 2 * (trace (n - n * n)).re

/-- The action of the two-element group `{1, -1}` on one even and one odd orbital: the element `u`
acts as `diag(1, u)`. -/
def parityRep : ℤˣ →* unitaryGroup (Fin 2) ℂ where
  toFun u := ⟨!![1, 0; 0, ((u : ℤ) : ℂ)], by
    rw [mem_unitaryGroup_iff, star_eq_conjTranspose]
    rcases Int.units_eq_one_or u with rfl | rfl <;> ext i j <;> fin_cases i <;> fin_cases j <;>
      simp [Matrix.mul_apply, Fin.sum_univ_succ]⟩
  map_one' := by
    apply Subtype.ext
    ext i j
    fin_cases i <;> fin_cases j <;> simp
  map_mul' u v := by
    apply Subtype.ext
    show !![1, 0; 0, (((u * v : ℤˣ) : ℤ) : ℂ)] =
      !![1, 0; 0, ((u : ℤ) : ℂ)] * !![1, 0; 0, ((v : ℤ) : ℂ)]
    ext i j
    fin_cases i <;> fin_cases j <;> simp [Matrix.mul_apply, Fin.sum_univ_succ]

/-- Symmetrising the matrix with all four entries `1/2` under `parityRep` gives `diag(1/2, 1/2)`.
The Dudarev energies of these two matrices are `0` and `U/4`. -/
theorem parity_example (U : ℝ) :
    symmetrise parityRep !![1/2, 1/2; 1/2, 1/2] = !![1/2, 0; 0, 1/2] ∧
      dudarevEnergy U !![1/2, 1/2; 1/2, 1/2] = 0 ∧
      dudarevEnergy U !![1/2, 0; 0, 1/2] = U / 4 := by
  refine ⟨?_, ?_, ?_⟩
  · have hu : (Finset.univ : Finset ℤˣ) = {1, -1} := by decide
    have hc : Fintype.card ℤˣ = 2 := by decide
    unfold symmetrise
    rw [hu, Finset.sum_pair (by decide), hc]
    ext i j
    fin_cases i <;> fin_cases j <;>
      norm_num [rotate, parityRep, Matrix.mul_apply, Fin.sum_univ_succ]
  · have h : trace (!![1/2, 1/2; 1/2, 1/2] - !![1/2, 1/2; 1/2, 1/2] * !![1/2, 1/2; 1/2, 1/2] :
        Matrix (Fin 2) (Fin 2) ℂ) = 0 := by
      norm_num [trace_fin_two, Matrix.mul_apply, Fin.sum_univ_succ]
    rw [dudarevEnergy, h, Complex.zero_re, mul_zero]
  · have h : trace (!![1/2, 0; 0, 1/2] - !![1/2, 0; 0, 1/2] * !![1/2, 0; 0, 1/2] :
        Matrix (Fin 2) (Fin 2) ℂ) = ((1/2 : ℝ) : ℂ) := by
      norm_num [trace_fin_two, Matrix.mul_apply, Fin.sum_univ_succ]
    rw [dudarevEnergy, h, Complex.ofReal_re]
    ring

end

end SymmetrisedOccupations
```

Lean reports:

```
Main.lean:48:2: error: unsolved goals
case refine_1.«0».«0»
U : ℝ
hu : Finset.univ = {1, -1}
hc : Fintype.card ℤˣ = 2
⊢ (![1 / 2, 1 / 2] ᵥ* !![1, 0; 0, 1]ᴴ) 0 + (![1 / 2, 1 / 2] ᵥ* !![1, 0; 0, -1]ᴴ) 0 = 1

case refine_1.«0».«1»
U : ℝ
hu : Finset.univ = {1, -1}
hc : Fintype.card ℤˣ = 2
⊢ (![1 / 2, 1 / 2] ᵥ* !![1, 0; 0, 1]ᴴ) 1 + (![1 / 2, 1 / 2] ᵥ* !![1, 0; 0, -1]ᴴ) 1 = 0

case refine_1.«1».«0»
U : ℝ
hu : Finset.univ = {1, -1}
hc : Fintype.card ℤˣ = 2
⊢ (![1 / 2, 1 / 2] ᵥ* !![1, 0; 0, 1]ᴴ) 0 + (![-(1 / 2), -(1 / 2)] ᵥ* !![1, 0; 0, -1]ᴴ) 0 = 0

case refine_1.«1».«1»
U : ℝ
hu : Finset.univ = {1, -1}
hc : Fintype.card ℤˣ = 2
⊢ (![1 / 2, 1 / 2] ᵥ* !![1, 0; 0, 1]ᴴ) 1 + (![-(1 / 2), -(1 / 2)] ᵥ* !![1, 0; 0, -1]ᴴ) 1 = 1
```

Cause. The message lists four unsolved goals, one for each entry of the averaged matrix. All four are true, but `norm_num` could not finish the arithmetic. It had rewritten the triple product in `rotate` as a row vector times a matrix, such as `![1 / 2, 1 / 2] ᵥ* !![1, 0; 0, 1]ᴴ`. There the right-hand factor is still a conjugate transpose and not a matrix with explicit entries, so the product was not evaluated. `Matrix.mul_apply` was of no help, since it expands a product of two matrices, and that form was gone.

The repair first proves `hH`, which says that each parity matrix equals its own conjugate transpose, by checking entries with `conjTranspose_apply`. Then `simp only [rotate, hH]` unfolds `rotate` and removes the conjugate transposes while `parityRep` is still folded, so that `hH` matches. When `norm_num` later unfolds `parityRep`, every factor has explicit entries and the sums can be computed. Dropping `rotate` from the `norm_num` call is mere tidying, as it has already been unfolded.

The mended proof, as a diff:

```diff
@@ -48,9 +48,15 @@
   · have hu : (Finset.univ : Finset ℤˣ) = {1, -1} := by decide
     have hc : Fintype.card ℤˣ = 2 := by decide
+    -- the parity matrices are real and diagonal, hence Hermitian
+    have hH : ∀ u : ℤˣ, (parityRep u).1ᴴ = (parityRep u).1 := by
+      intro u
+      ext i j
+      fin_cases i <;> fin_cases j <;> simp [parityRep, conjTranspose_apply]
     unfold symmetrise
     rw [hu, Finset.sum_pair (by decide), hc]
+    simp only [rotate, hH]
     ext i j
     fin_cases i <;> fin_cases j <;>
-      norm_num [rotate, parityRep, Matrix.mul_apply, Fin.sum_univ_succ]
+      norm_num [parityRep, Matrix.mul_apply, Fin.sum_univ_succ]
   · have h : trace (!![1/2, 1/2; 1/2, 1/2] - !![1/2, 1/2; 1/2, 1/2] * !![1/2, 1/2; 1/2, 1/2] :
         Matrix (Fin 2) (Fin 2) ℂ) = 0 := by
```
